# In a two-step reaction, the step with the larger free-energy change can have arbitrarily small rate control

The degree of rate control depends on what is held fixed when a rate constant is varied. Here the forward constant k_i of one step changes while every equilibrium constant K_j and every other forward constant stays fixed. The reverse constant k_i/K_i therefore changes in proportion, as it does when only the transition state moves in energy. The constants k_i and K_i are otherwise independent: no relation between barriers and reaction energies is imposed.

```lean
import Mathlib

open Finset

namespace RateControlVersusFreeEnergy

noncomputable section
```

Steps are numbered from 0. Write P_i = K_0 ⋯ K_(i−1), with P_0 = 1. Each step has a resistance

R_i = 1/(k_i P_i).

In Lean, `K` and `k` are real sequences on the natural numbers, and an n-step reaction uses the entries below n.

```lean
/-- Resistance of step `i` in a sequence of steps with forward rate constants `k` and
equilibrium constants `K`; steps are numbered from zero. -/
def resistance (K k : ℕ → ℝ) (i : ℕ) : ℝ := 1 / (k i * ∏ j ∈ range i, K j)
```

With a driving force A, the net rate is

r = A/(R_0 + ⋯ + R_(n−1)).

```lean
/-- Net rate of an `n`-step sequence: driving force `A` over the total resistance. -/
def netRate (A : ℝ) (K k : ℕ → ℝ) (n : ℕ) : ℝ := A / ∑ i ∈ range n, resistance K k i
```

The degree of rate control is X_i = k_i ∂(ln r)/∂k_i. `Function.update k i x` replaces only the i-th forward constant by x, and `deriv` differentiates at x = k_i. The number A is also held fixed.

```lean
/-- Degree of rate control of step `i`: the logarithmic derivative of the net rate in `k i`,
with all equilibrium constants and all other forward constants fixed. -/
def rateControl (A : ℝ) (K k : ℕ → ℝ) (n i : ℕ) : ℝ :=
  k i * deriv (fun x => Real.log (netRate A K (Function.update k i x) n)) (k i)
```

The standard free-energy change is ΔG_i = −kT ln K_i, where kT is the thermal energy. Changes are compared with their sign, so "larger" means more uphill, not larger in magnitude.

```lean
/-- Standard free-energy change of step `i` at thermal energy `kT`. -/
def freeEnergyChange (kT : ℝ) (K : ℕ → ℝ) (i : ℕ) : ℝ := -(kT * Real.log (K i))
```

Positive rate and equilibrium constants make every resistance positive, so the total over one or more steps is positive and can safely be divided by.

```lean
/-- Every step has a positive resistance. -/
theorem resistance_pos {K k : ℕ → ℝ} (hK : ∀ i, 0 < K i) (hk : ∀ i, 0 < k i) (i : ℕ) :
    0 < resistance K k i :=
  one_div_pos.mpr (mul_pos (hk i) (prod_pos fun j _ => hK j))
```

The rate law follows from steady state. Let c_i be the activity of the species before step i, and let each step be first order:

r = k_i c_i − (k_i/K_i) c_(i+1).

Multiplying by R_i = 1/(k_i P_i) gives

r R_i = c_i/P_i − c_(i+1)/P_(i+1).

Summed over all steps, the right-hand side telescopes:

r (R_0 + ⋯ + R_(n−1)) = c_0 − c_n/P_n.

Hence A = c_0 − c_n/P_n, which is fixed when the terminal activities are fixed. A surface-site balance that made c_0 depend on the rate constants is not included. The proof is an induction on the number of steps summed, with `hstep` as the single-step identity.

```lean
/-- If all steps, first order in the activities `c`, carry the same net flux `r`, then `r` is
the net rate with driving force `c 0 - c n / (K 0 ⋯ K (n-1))`. -/
theorem steady_flux_eq_netRate {K k c : ℕ → ℝ} {r : ℝ} {n : ℕ} (hn : 0 < n)
    (hK : ∀ i, 0 < K i) (hk : ∀ i, 0 < k i)
    (hflux : ∀ i < n, r = k i * c i - k i / K i * c (i + 1)) :
    r = netRate (c 0 - c n / ∏ j ∈ range n, K j) K k n := by
  -- the activity drops across successive resistances telescope
  have key : ∀ m ≤ n, r * ∑ i ∈ range m, resistance K k i
      = c 0 - c m / ∏ j ∈ range m, K j := by
    intro m
    induction m with
    | zero => intro _; simp
    | succ m ih =>
      intro hm
      have hP : (∏ j ∈ range m, K j) ≠ 0 := (prod_pos fun j _ => hK j).ne'
      have hKm := (hK m).ne'
      have hkm := (hk m).ne'
      have hstep : r * resistance K k m = c m / (∏ j ∈ range m, K j)
          - c (m + 1) / ((∏ j ∈ range m, K j) * K m) := by
        rw [hflux m (by omega)]
        unfold resistance
        field_simp
      rw [sum_range_succ, prod_range_succ, mul_add, ih (by omega), hstep]
      ring
  have hS : 0 < ∑ i ∈ range n, resistance K k i :=
    sum_pos (fun i _ => resistance_pos hK hk i) ⟨0, mem_range.mpr hn⟩
  unfold netRate
  rw [eq_div_iff hS.ne']
  exact key n le_rfl
```

If k_i is replaced by x, only R_i changes, because the products P_j contain no forward constants. The total resistance becomes

S(x) = 1/(x P_i) + Σ_(j≠i) R_j.

The proof splits off term i and shows that the others are unchanged.

```lean
/-- Changing one forward constant at fixed equilibrium constants changes only the resistance
of that step. -/
theorem total_resistance_update (K k : ℕ → ℝ) {n i : ℕ} (hi : i ∈ range n) (x : ℝ) :
    ∑ j ∈ range n, resistance K (Function.update k i x) j
      = 1 / (x * ∏ j ∈ range i, K j) + ∑ j ∈ (range n).erase i, resistance K k j := by
  have h1 := add_sum_erase (range n) (resistance K (Function.update k i x)) hi
  have h2 : ∀ j ∈ (range n).erase i,
      resistance K (Function.update k i x) j = resistance K k j := by
    intro j hj
    unfold resistance
    rw [Function.update_of_ne (ne_of_mem_erase hj)]
  have h3 : resistance K (Function.update k i x) i = 1 / (x * ∏ j ∈ range i, K j) := by
    unfold resistance
    rw [Function.update_self]
  rw [← h1, h3, sum_congr rfl h2]
```

Since ln r = ln A − ln S(x) for A > 0,

d(ln r)/dx = (1/(x² P_i))/S(x).

At x = k_i this is R_i/(S k_i), where S = S(k_i) is the original total. Lean differentiates the one varying resistance (`hg`), then the quotient and the logarithm (`hlog`). `HasDerivAt` establishes that the derivative exists as well as its value.

```lean
/-- The logarithm of the net rate is differentiable in `k i`, and its derivative is the
resistance share of step `i` divided by `k i`. -/
theorem hasDerivAt_log_netRate {A : ℝ} {K k : ℕ → ℝ} {n i : ℕ} (hA : 0 < A)
    (hK : ∀ i, 0 < K i) (hk : ∀ i, 0 < k i) (hi : i < n) :
    HasDerivAt (fun x => Real.log (netRate A K (Function.update k i x) n))
      (resistance K k i / (∑ j ∈ range n, resistance K k j) / k i) (k i) := by
  have hmem : i ∈ range n := mem_range.mpr hi
  have htot := total_resistance_update K k hmem (k i)
  rw [Function.update_eq_self] at htot
  have hfun : (fun x => Real.log (netRate A K (Function.update k i x) n)) = fun x =>
      Real.log (A / (1 / (x * ∏ j ∈ range i, K j)
        + ∑ j ∈ (range n).erase i, resistance K k j)) := by
    funext x
    unfold netRate
    rw [total_resistance_update K k hmem x]
  have hS : 0 < ∑ j ∈ range n, resistance K k j :=
    sum_pos (fun j _ => resistance_pos hK hk j) ⟨i, hmem⟩
  rw [hfun, htot]
  rw [htot] at hS
  unfold resistance at hS ⊢
  have hP : (∏ j ∈ range i, K j) ≠ 0 := (prod_pos fun j _ => hK j).ne'
  have ha := (hk i).ne'
  generalize (∏ j ∈ range i, K j) = P at *
  generalize (∑ j ∈ (range n).erase i, 1 / (k j * ∏ l ∈ range j, K l)) = R at *
  -- differentiate the single resistance that depends on the varied constant
  have hg : HasDerivAt (fun x : ℝ => 1 / (x * P) + R) (-(1 / (k i * P)) / k i) (k i) :=
    (((hasDerivAt_const (k i) (1 : ℝ)).fun_div (hasDerivAt_mul_const P)
      (mul_ne_zero ha hP)).add_const R).congr_deriv (by field_simp; ring)
  have hlog := ((hasDerivAt_const (k i) A).fun_div hg hS.ne').log
    (div_ne_zero hA.ne' hS.ne')
  refine hlog.congr_deriv ?_
  have hD := hS.ne'
  have hA' := hA.ne'
  generalize 1 / (k i * P) + R = D at *
  field_simp
  ring
```

Multiplication by k_i leaves the share of the total resistance:

X_i = R_i/S.

```lean
/-- The degree of rate control of a step is its share of the total resistance. -/
theorem rateControl_eq_share {A : ℝ} {K k : ℕ → ℝ} {n i : ℕ} (hA : 0 < A)
    (hK : ∀ i, 0 < K i) (hk : ∀ i, 0 < k i) (hi : i < n) :
    rateControl A K k n i = resistance K k i / ∑ j ∈ range n, resistance K k j := by
  unfold rateControl
  rw [(hasDerivAt_log_netRate hA hK hk hi).deriv]
  exact mul_div_cancel₀ _ (hk i).ne'
```

The shares add up to S/S = 1.

```lean
/-- The degrees of rate control of all steps sum to one. -/
theorem sum_rateControl {A : ℝ} {K k : ℕ → ℝ} {n : ℕ} (hn : 0 < n) (hA : 0 < A)
    (hK : ∀ i, 0 < K i) (hk : ∀ i, 0 < k i) :
    ∑ i ∈ range n, rateControl A K k n i = 1 := by
  have hS : 0 < ∑ i ∈ range n, resistance K k i :=
    sum_pos (fun i _ => resistance_pos hK hk i) ⟨0, mem_range.mpr hn⟩
  rw [sum_congr rfl fun i hi => rateControl_eq_share hA hK hk (mem_range.mp hi),
    ← sum_div, div_self hS.ne']
```

Conversely, prescribe positive shares x_i with sum 1 and choose

k_i = 1/(x_i P_i).

Then R_i = x_i and S = 1, so X_i = x_i. This works for any positive equilibrium constants: they do not restrict how positive rate control is distributed. Multiplying all k_i by a common factor changes the rate but not the shares. In transition-state theory, a small enough factor makes the forward and reverse barriers of all n steps positive, so the prescribed shares do not require negative barriers.

```lean
/-- For any equilibrium constants, every positive distribution `x` of rate control over the
`n` steps is realised by some positive forward rate constants. -/
theorem exists_rateControl_eq {A : ℝ} {K x : ℕ → ℝ} {n : ℕ} (hA : 0 < A)
    (hK : ∀ i, 0 < K i) (hx : ∀ i, 0 < x i) (hsum : ∑ i ∈ range n, x i = 1) :
    ∃ k : ℕ → ℝ, (∀ i, 0 < k i) ∧ ∀ i < n, rateControl A K k n i = x i := by
  have hP : ∀ i, 0 < ∏ j ∈ range i, K j := fun i => prod_pos fun j _ => hK j
  -- choose the constants so that the resistances are the prescribed shares
  let k : ℕ → ℝ := fun i => 1 / (x i * ∏ j ∈ range i, K j)
  have hk : ∀ i, 0 < k i := fun i => one_div_pos.mpr (mul_pos (hx i) (hP i))
  have hres : ∀ i, resistance K k i = x i := by
    intro i
    have h1 := (hx i).ne'
    have h2 := (hP i).ne'
    change 1 / (1 / (x i * ∏ j ∈ range i, K j) * ∏ j ∈ range i, K j) = x i
    field_simp
  refine ⟨k, hk, fun i hi => ?_⟩
  rw [rateControl_eq_share hA hK hk hi, sum_congr rfl fun j _ => hres j, hres i, hsum,
    div_one]
```

For two steps, R_0 = 1/k_0 and R_1 = 1/(K_0 k_1), so

r = A/(1/k_0 + 1/(K_0 k_1)).

```lean
/-- For two steps the net rate is `A / (1/k₁ + 1/(K₁ k₂))`, with `k₁ = k 0`, `k₂ = k 1` and
`K₁ = K 0`. -/
theorem netRate_two (A : ℝ) (K k : ℕ → ℝ) :
    netRate A K k 2 = A / (1 / k 0 + 1 / (K 0 * k 1)) := by
  simp [netRate, resistance, sum_range_succ, mul_comm]
```

Suppose K_0 < K_1. The logarithm is increasing and kT > 0, so ΔG_0 > ΔG_1. This is the only use of the ordering. For e > 0, take d = min(e, 1)/2, which satisfies 0 < d < e and d < 1, and choose

k_0 = 1/d, k_1 = 1/((1 − d) K_0).

The resistances are d and 1 − d, so X_0 = d < e. The final theorem states both the free-energy comparison and the existence of such constants; the proof obtains them by giving the previous existence theorem the shares d and 1 − d.

For computational-hydrogen-electrode studies, this means that in a first-order sequence at fixed potential and fixed terminal activities, with no scaling relation imposed between barriers and reaction free energies, the most uphill step need not be the one that controls the rate.

```lean
/-- In a two-step reaction whose first equilibrium constant is the smaller one, the first step has
the larger free-energy change, yet for every `e > 0` there are positive forward rate constants that
make its degree of rate control positive and below `e`. -/
theorem largest_free_energy_step_need_not_control {A kT : ℝ} {K : ℕ → ℝ} (hA : 0 < A)
    (hT : 0 < kT) (hK : ∀ i, 0 < K i) (h01 : K 0 < K 1) :
    freeEnergyChange kT K 1 < freeEnergyChange kT K 0 ∧
      ∀ e > 0, ∃ k : ℕ → ℝ, (∀ i, 0 < k i) ∧
        0 < rateControl A K k 2 0 ∧ rateControl A K k 2 0 < e := by
  constructor
  · unfold freeEnergyChange
    exact neg_lt_neg (mul_lt_mul_of_pos_left (Real.log_lt_log (hK 0) h01) hT)
  · intro e he
    have hm : 0 < min e 1 := lt_min he one_pos
    obtain ⟨d, hd0, hde, hd1⟩ : ∃ d : ℝ, 0 < d ∧ d < e ∧ d < 1 :=
      ⟨min e 1 / 2, by linarith, by linarith [min_le_left e 1],
        by linarith [min_le_right e 1]⟩
    -- give the first step the share d and the second step the rest
    obtain ⟨k, hk, hX⟩ := exists_rateControl_eq (n := 2)
      (x := fun i => if i = 0 then d else 1 - d) hA hK
      (by intro i; split_ifs <;> linarith)
      (by simp [sum_range_succ])
    have h0 : rateControl A K k 2 0 = d := by simpa using hX 0 (by norm_num)
    exact ⟨k, hk, by rw [h0]; exact hd0, by rw [h0]; exact hde⟩

end

end RateControlVersusFreeEnergy
```

```lean
#print axioms RateControlVersusFreeEnergy.steady_flux_eq_netRate
#print axioms RateControlVersusFreeEnergy.sum_rateControl
#print axioms RateControlVersusFreeEnergy.netRate_two
#print axioms RateControlVersusFreeEnergy.largest_free_energy_step_need_not_control
```

```
'RateControlVersusFreeEnergy.steady_flux_eq_netRate' depends on axioms: [propext, Classical.choice, Quot.sound]
'RateControlVersusFreeEnergy.sum_rateControl' depends on axioms: [propext, Classical.choice, Quot.sound]
'RateControlVersusFreeEnergy.netRate_two' depends on axioms: [propext, Classical.choice, Quot.sound]
'RateControlVersusFreeEnergy.largest_free_energy_step_need_not_control' depends on axioms: [propext, Classical.choice, Quot.sound]
```
